# A trap reachable from every state stops all stationary current in a finite rate equation

## One electron in a thousand gets stuck, and the current is zero?

A quantum dot sits between a source and a drain. Electrons hop on from the source and off into the drain, but about one in a thousand ends up in a spin state from which it cannot tunnel out, and while it sits there Coulomb repulsion keeps other electrons away. I would have guessed a current about a tenth of a percent below that of the dot without the trap. The stationary solution of my rate equation gives zero instead, however small I make the trapping rate, as long as it is positive. Why does the branching ratio drop out? And would the current survive if the dot had many more conducting states, with only one of them leading to the trap?

## The trap collects all the weight, whatever the branching ratio

The branching ratio decides how many electrons pass before the dot is blocked. The stationary state describes what is left afterwards. If the trap has no exit rate and can be reached from every state through transitions of positive rate, it holds all the stationary probability. Additional conducting states don't help, provided that each of them leads to the trap by some path, however long.

Let $S$ be the finite set of dot states, $w_{ij}\ge 0$ the rate from $i$ to $j$, and $p_i$ the occupation of $i$. The probability flux from $i$ to $j$ is $J_{ij}=p_i w_{ij}$. A stationary distribution satisfies

$$p_i\ge 0,\qquad \sum_i p_i=1,\qquad \sum_i J_{ij}=\sum_k J_{jk}\quad\text{for every } j .$$

Call the trap $d$, and let $w_{dj}=0$ for all $j$, including $j=d$: no process starts in the trap, not even one that returns the dot to it.

**No state has an outgoing flux.** For $d$ this is immediate, since $J_{dj}=p_d\cdot 0=0$. Now suppose that a state $k$ has no outgoing flux and that $w_{ik}>0$. Balance at $k$ gives $\sum_l J_{lk}=0$. All terms are non-negative, so each one vanishes, in particular $p_i w_{ik}=0$. Since $w_{ik}>0$, the state $i$ is empty, and all its outgoing fluxes vanish too. Going backwards along a path from any state to $d$, one step at a time, covers every state.

**All the weight is at $d$.** A state $i\ne d$ has a first step $i\to k$ with $w_{ik}>0$ on its path to $d$. Because $J_{ik}=p_iw_{ik}=0$, we get $p_i=0$. Normalisation leaves $p_d=1$.

**This distribution is stationary.** With $p_d=1$ and all other occupations zero, $J_{ij}=0$ for all pairs: either $i=d$ and the rate vanishes, or $i\neq d$ and the occupation does. Both sides of every balance equation are zero.

**Each lead current vanishes.** Let $v_{ij}$ be the part of $w_{ij}$ due to one lead, with $0\le v_{ij}\le w_{ij}$, and $q_{ij}$ the charge transferred. Then $0\le p_iv_{ij}\le p_iw_{ij}=0$, so $I=\sum_{ij}q_{ij}\,p_iv_{ij}=0$.

There is also a converse. If the unit weight at $d$ is stationary, balance at a state $j\ne d$ reads $w_{dj}=0$: the inflow is $w_{dj}$, and the empty state $j$ has no outflow.

## A three-state dot with a leak

Your dot can be reduced to an empty state 0, a conducting state 1 and a trapped state 2. The rates are $\Gamma_L$ for $0\to1$, $\Gamma_R$ for $1\to0$ into the drain, $\gamma$ for $1\to2$, and an escape rate $\varepsilon$ for $2\to0$. Balance at states 1 and 2 gives

$$\Gamma_L p_0=(\Gamma_R+\gamma)\,p_1,\qquad \gamma p_1=\varepsilon p_2 .$$

Multiply $p_0+p_1+p_2=1$ by $\Gamma_L\varepsilon$ and insert both relations:

$$\Gamma_L\varepsilon=p_1\left[\varepsilon(\Gamma_R+\gamma)+\Gamma_L\varepsilon+\Gamma_L\gamma\right].$$

The particle flux from the conducting state into the drain is therefore

$$\Gamma_R p_1=\frac{\Gamma_L\Gamma_R\,\varepsilon}{\Gamma_L\gamma+\varepsilon(\Gamma_L+\Gamma_R+\gamma)} .$$

Nothing was divided by $\varepsilon$, so for positive $\Gamma_L$ and $\gamma$ the formula includes the perfect trap, $\varepsilon=0$. It doesn't count the electrons that escape from state 2: if they too go to the drain, they add $\varepsilon p_2=\gamma p_1$ to the flux.

## What the Lean statements say

`w i j` is the rate from the first index to the second; many texts order the indices the other way. The matrix holds the rates themselves, not a generator with negative diagonal entries. `IsStationary w p` collects the three conditions above, and `Reaches w i d` says that a chain of positive-rate steps leads from `i` to `d`, the chain of no steps included.

`trapping_blockade` has three hypotheses: non-negative rates (`hw`), no exit from `d` (`hd`) and reachability from every state (`hr`). Its first part says that a function `p` is stationary exactly when it equals `Pi.single d 1`, which is one at `d` and zero elsewhere. Its second part says that every flux vanishes in every stationary distribution. `leadCurrent_eq_zero` adds the current of one lead, for arbitrary real charges `q`, and `dark_of_stationary` is the converse. "Dark" here means only that there is no exit rate; it doesn't refer to a coherent superposition, as it often does in quantum optics.

The hypothesis `hd` is postulated. It stands for an electron that can neither leave nor change its state, because spin selection or energy conservation forbids it, while Coulomb repulsion lets no second electron in. It includes the diagonal entry `w d d`, which matters physically: an elastic process could carry charge through the dot and return it to the same state, giving a current without changing any occupation.

`trapping_blockade_witness` shows that the three-state dot with $\varepsilon=0$ meets all three hypotheses. `leakage_current` gives the flux from the conducting state into the drain for any stationary distribution of the dot with $\Gamma_L,\gamma>0$ and $\Gamma_R,\varepsilon\ge0$; it takes that distribution as given.

The step from this model to a device is the reduction of its quantum dynamics to a rate equation for occupations alone. The statements concern stationary distributions and say nothing about how fast they are approached.

```lean
import Mathlib

open Finset

namespace TrappingStateBlockade

variable {S : Type*} [Fintype S]

/-- The probability flux from state `i` to state `j`: the occupation of `i` times the
transition rate `w i j`. -/
def flux (w : S → S → ℝ) (p : S → ℝ) (i j : S) : ℝ := p i * w i j

/-- A stationary probability distribution of the master equation with rates `w`:
at every state the total inflow equals the total outflow. -/
structure IsStationary (w : S → S → ℝ) (p : S → ℝ) : Prop where
  nonneg : ∀ i, 0 ≤ p i
  total : ∑ i, p i = 1
  balance : ∀ j, ∑ i, flux w p i j = ∑ k, flux w p j k

/-- State `d` can be reached from state `i` through transitions of positive rate. -/
def Reaches {S : Type*} (w : S → S → ℝ) (i d : S) : Prop :=
  Relation.ReflTransGen (fun a b => 0 < w a b) i d

/-- The charge current in one lead, where `v i j` is the part of the transition rate due to
that lead and `q i j` is the charge that the transition transfers. -/
def leadCurrent (q v : S → S → ℝ) (p : S → ℝ) : ℝ :=
  ∑ i, ∑ j, q i j * flux v p i j

/-- With non-negative rates, a state from which a state `d` without exit rates can be reached
has no outgoing stationary flux. -/
theorem flux_eq_zero_of_reaches {w : S → S → ℝ} {p : S → ℝ} {d i : S}
    (hw : ∀ i j, 0 ≤ w i j) (hd : ∀ j, w d j = 0) (hp : IsStationary w p)
    (h : Reaches w i d) : ∀ j, flux w p i j = 0 := by
  unfold Reaches at h
  induction h using Relation.ReflTransGen.head_induction_on with
  | refl => intro j; simp [flux, hd]
  | @head i k hik _ ih =>
    intro j
    have hik' : 0 < w i k := hik
    -- no outflow from `k` means no inflow into `k`
    have hin : ∑ l, flux w p l k = 0 := by
      rw [hp.balance k]
      exact Finset.sum_eq_zero fun j _ => ih j
    have hnn : ∀ l ∈ (Finset.univ : Finset S), 0 ≤ flux w p l k :=
      fun l _ => mul_nonneg (hp.nonneg l) (hw l k)
    have hz : p i * w i k = 0 :=
      (Finset.sum_eq_zero_iff_of_nonneg hnn).mp hin i (Finset.mem_univ i)
    -- so the state `i`, which feeds `k`, is empty
    have hpi : p i = 0 := (mul_eq_zero.mp hz).resolve_right hik'.ne'
    simp [flux, hpi]

/-- With non-negative rates, a state other than `d` from which a state `d` without exit rates
can be reached is empty in every stationary distribution. -/
theorem occupation_eq_zero {w : S → S → ℝ} {p : S → ℝ} {d i : S}
    (hw : ∀ i j, 0 ≤ w i j) (hd : ∀ j, w d j = 0) (hp : IsStationary w p)
    (h : Reaches w i d) (hi : i ≠ d) : p i = 0 := by
  have hf := flux_eq_zero_of_reaches hw hd hp h
  rcases Relation.ReflTransGen.cases_head h with h' | ⟨k, hik, _⟩
  · exact absurd h' hi
  · have hik' : 0 < w i k := hik
    have hz : p i * w i k = 0 := hf k
    exact (mul_eq_zero.mp hz).resolve_right hik'.ne'

/-- Blockade by a trapping state: if the rates are non-negative and a state `d` without exit
rates can be reached from every state, then the unit weight at `d` is the one and only
stationary distribution, and every stationary transition flux vanishes. -/
theorem trapping_blockade [DecidableEq S] {w : S → S → ℝ} {d : S}
    (hw : ∀ i j, 0 ≤ w i j) (hd : ∀ j, w d j = 0) (hr : ∀ i, Reaches w i d) :
    (∀ p : S → ℝ, IsStationary w p ↔ p = Pi.single d 1) ∧
      ∀ p : S → ℝ, IsStationary w p → ∀ i j, flux w p i j = 0 := by
  refine ⟨fun p => ⟨fun hp => ?_, fun hp => ?_⟩,
    fun p hp i => flux_eq_zero_of_reaches hw hd hp (hr i)⟩
  · -- all other states are empty, so normalisation fixes the weight of `d`
    have h0 : ∀ i, i ≠ d → p i = 0 := fun i hi => occupation_eq_zero hw hd hp (hr i) hi
    have hs : ∑ i, p i = p d :=
      Finset.sum_eq_single d (fun i _ hi => h0 i hi) (fun h => absurd (Finset.mem_univ d) h)
    have h1 : p d = 1 := hs.symm.trans hp.total
    funext i
    by_cases hi : i = d
    · rw [hi, h1, Pi.single_eq_same]
    · rw [h0 i hi, Pi.single_eq_of_ne hi]
  · -- the unit weight at `d` has no fluxes at all
    have hz : ∀ i j, flux w p i j = 0 := by
      intro i j
      by_cases hi : i = d
      · rw [flux, hi, hd, mul_zero]
      · rw [flux, hp, Pi.single_eq_of_ne hi, zero_mul]
    refine ⟨fun i => ?_, ?_, fun j => ?_⟩
    · rw [hp, Pi.single_apply]
      split_ifs <;> norm_num
    · simp [hp, Pi.single_apply]
    · simp only [hz]

/-- If a state `d` without exit rates can be reached from every state, the stationary charge
current vanishes in each lead, whatever non-negative part `v` of the rates `w` the lead
provides and whatever charges `q` its transitions transfer. -/
theorem leadCurrent_eq_zero {w v : S → S → ℝ} {p : S → ℝ} {d : S} (q : S → S → ℝ)
    (hv : ∀ i j, 0 ≤ v i j) (hvw : ∀ i j, v i j ≤ w i j) (hd : ∀ j, w d j = 0)
    (hr : ∀ i, Reaches w i d) (hp : IsStationary w p) : leadCurrent q v p = 0 := by
  have hw : ∀ i j, 0 ≤ w i j := fun i j => (hv i j).trans (hvw i j)
  have hz : ∀ i j, flux v p i j = 0 := by
    intro i j
    have h1 : p i * w i j = 0 := flux_eq_zero_of_reaches hw hd hp (hr i) j
    have h2 : p i * v i j ≤ p i * w i j := mul_le_mul_of_nonneg_left (hvw i j) (hp.nonneg i)
    exact le_antisymm (h2.trans h1.le) (mul_nonneg (hp.nonneg i) (hv i j))
  simp [leadCurrent, hz]

/-- Converse: if the unit weight at `d` is stationary, then `d` has no transition rate to any
other state. -/
theorem dark_of_stationary [DecidableEq S] {w : S → S → ℝ} {d : S}
    (h : IsStationary w (Pi.single d 1)) {j : S} (hj : j ≠ d) : w d j = 0 := by
  simpa [flux, Pi.single_apply, hj, ite_mul] using h.balance j

/-- Rates of a quantum dot with an empty state 0, a conducting state 1 and a trapped state 2:
filling `ΓL`, emptying into the drain `ΓR`, trapping `γ`, and escape `ε` from the trapped state to
the empty one. -/
def trapDot (ΓL ΓR γ ε : ℝ) : Fin 3 → Fin 3 → ℝ :=
  ![![0, ΓL, 0], ![ΓR, 0, γ], ![ε, 0, 0]]

/-- The dot without escape from its dark state, with positive filling and trapping rates and a
non-negative drain rate, meets all hypotheses of the blockade theorem. -/
theorem trapping_blockade_witness {ΓL ΓR γ : ℝ} (hL : 0 < ΓL) (hR : 0 ≤ ΓR) (hγ : 0 < γ) :
    (∀ i j, 0 ≤ trapDot ΓL ΓR γ 0 i j) ∧ (∀ j, trapDot ΓL ΓR γ 0 2 j = 0) ∧
      ∀ i, Reaches (trapDot ΓL ΓR γ 0) i 2 := by
  have r01 : 0 < trapDot ΓL ΓR γ 0 0 1 := by simpa [trapDot] using hL
  have r12 : 0 < trapDot ΓL ΓR γ 0 1 2 := by simpa [trapDot] using hγ
  have h12 : Reaches (trapDot ΓL ΓR γ 0) 1 2 := Relation.ReflTransGen.single r12
  have h02 : Reaches (trapDot ΓL ΓR γ 0) 0 2 := Relation.ReflTransGen.head r01 h12
  refine ⟨fun i j => ?_, fun j => ?_, fun i => ?_⟩
  · fin_cases i <;> fin_cases j <;> simp [trapDot, hL.le, hR, hγ.le]
  · fin_cases j <;> simp [trapDot]
  · fin_cases i
    exacts [h02, h12, Relation.ReflTransGen.refl]

/-- Leakage current: for positive filling and trapping rates and non-negative drain and escape
rates, the stationary particle flux from the conducting state into the drain is
`ΓL ΓR ε / (ΓL γ + ε (ΓL + ΓR + γ))`. -/
theorem leakage_current {ΓL ΓR γ ε : ℝ} (hL : 0 < ΓL) (hR : 0 ≤ ΓR) (hγ : 0 < γ)
    (hε : 0 ≤ ε) {p : Fin 3 → ℝ} (hp : IsStationary (trapDot ΓL ΓR γ ε) p) :
    flux (trapDot ΓL ΓR γ ε) p 1 0 = ΓL * ΓR * ε / (ΓL * γ + ε * (ΓL + ΓR + γ)) := by
  have hD : 0 < ΓL * γ + ε * (ΓL + ΓR + γ) := by positivity
  have h0 : p 0 + p 1 + p 2 = 1 := by
    rw [← Fin.sum_univ_three]
    exact hp.total
  -- balance at the conducting state and at the trapped state
  have h1 : p 0 * ΓL = p 1 * ΓR + p 1 * γ := by
    simpa [flux, trapDot, Fin.sum_univ_three] using hp.balance 1
  have h2 : p 1 * γ = p 2 * ε := by
    simpa [flux, trapDot, Fin.sum_univ_three] using hp.balance 2
  have hf : flux (trapDot ΓL ΓR γ ε) p 1 0 = p 1 * ΓR := by simp [flux, trapDot]
  rw [hf, eq_div_iff hD.ne']
  linear_combination ΓR * ΓL * ε * h0 - ΓR * ε * h1 + ΓR * ΓL * h2

end TrappingStateBlockade
```

```lean
#print axioms TrappingStateBlockade.trapping_blockade
#print axioms TrappingStateBlockade.leadCurrent_eq_zero
#print axioms TrappingStateBlockade.dark_of_stationary
#print axioms TrappingStateBlockade.leakage_current
```

```
'TrappingStateBlockade.trapping_blockade' depends on axioms: [propext, Classical.choice, Quot.sound]
'TrappingStateBlockade.leadCurrent_eq_zero' depends on axioms: [propext, Classical.choice, Quot.sound]
'TrappingStateBlockade.dark_of_stationary' depends on axioms: [propext, Classical.choice, Quot.sound]
'TrappingStateBlockade.leakage_current' depends on axioms: [propext, Classical.choice, Quot.sound]
```

## How the path argument appears in the code

`flux_eq_zero_of_reaches` is the backward walk. The induction principle `head_induction_on` starts from the trivial path at `d` and adds one step at the front each time. In the case `refl` the flux vanishes because the rates out of `d` do. In the case `head` the new state `i` feeds `k`, and `ih` says that `k` has no outgoing flux. Rewriting with `hp.balance k` turns this into zero inflow, `Finset.sum_eq_zero_iff_of_nonneg` makes each term of the inflow zero, and the positive rate `w i k` then forces `p i = 0`.

`occupation_eq_zero` splits the path with `cases_head`. Either it has no steps, which contradicts `i ≠ d`, or it has a first step of positive rate, whose vanishing flux empties `i`.

In `trapping_blockade`, `Finset.sum_eq_single` reduces the normalisation sum to `p d`, which gives the forward direction. The reverse direction first shows that all fluxes of the unit weight are zero and then checks the three conditions. `leadCurrent_eq_zero` encloses each lead flux between zero and the full flux, and `dark_of_stationary` evaluates the balance equation at `j`.

For the dot, the witness joins the steps $0\to1$ and $1\to2$ into a path. In `leakage_current`, `positivity` shows that the denominator is positive, and `linear_combination` combines normalisation (`h0`) with the two balance equations (`h1`, `h2`), using the multipliers of the derivation above times $\Gamma_R$.

## Your numbers, with and without a leak

In a sequential-tunnelling calculation one computes the rates between the many-body states of the dot and solves the balance equations together with normalisation. For the perfect trap the solution can be read off backwards. Balance at state 2 is $\gamma p_1=0$, so the conducting state is empty. Balance at state 1 then becomes $\Gamma_Lp_0=0$, so the empty-dot state has no weight either, and $p_2=1$ remains. The value of $\gamma$ never enters, only the fact that it is positive.

Take $\Gamma_L=\Gamma_R=1$ in some unit of rate, and $\gamma=10^{-3}$. Without any trapping the cycle between states 0 and 1 carries a flux of $1/2$. With the perfect trap the flux is zero. With an escape rate $\varepsilon=10^{-6}$ it is about $0.998\times10^{-3}$.

For small $\varepsilon$ at fixed positive values of the other rates, the formula becomes

$$\Gamma_Rp_1\approx\varepsilon\,\frac{\Gamma_R}{\gamma}.$$

This is where your branching ratio returns. Between two trappings, $\Gamma_R/\gamma$ electrons on average reach the drain from the conducting state, here a thousand, and then the dot waits for a mean time $1/\varepsilon$. As $\varepsilon\to0$ the burst stays the same size while the wait grows without bound, so the average current goes to zero. This picture of bursts is an interpretation of the formula and isn't part of the Lean proof.

If instead $\gamma=0$ and $\varepsilon=0$, state 2 still has no exit, but states 0 and 1 no longer lead to it, and their cycle can carry a stationary current. The absence of exits alone therefore doesn't produce a blockade. At the other extreme, a system whose only state is $d$ satisfies the theorem with the path of no steps: its weight is one and it has no flux.

For spin or charge blockade in quantum transport, within a finite rate equation for occupations, the theorem means that, if a trap can be reached from every state, a non-zero stationary current requires some process of positive rate that starts in this trap. It can be an escape, for instance by spin relaxation or inelastic cotunnelling, or an elastic cotunnelling process that carries charge through the dot and leaves it in the trap.
